# One butterfly per site, in any order, turns the energies of a binary lattice into its cluster coefficients

A binary alloy places an A or a B atom on each of $N$ lattice sites. Suppose the energies of all $2^N$ arrangements are known. To see which pairs, triplets and larger groups of sites carry the energy, one writes it as a sum over clusters $S$ of products of site spins, with $+1$ for A and $-1$ for B. What are the coefficients $J_S$?

They can be found one site at a time. For a given site, pair the table entries that differ only there, $a$ at spin $+1$ and $b$ at spin $-1$, and replace them by $(a+b)/2$ and $(a-b)/2$. After one such butterfly at every site, the table holds the $J_S$, whatever the order of the sites.

## Configurations and clusters as sets of sites

```lean
import Mathlib

open Finset

namespace ClusterButterfly

noncomputable section

variable {ι : Type*} [DecidableEq ι]
```

The type `ι` is the collection of sites. It need not be finite yet.

```lean
/-- The spin of site `i` in the configuration whose sites with spin -1 form the set `D`. -/
def spin (D : Finset ι) (i : ι) : ℝ := if i ∈ D then -1 else 1
```

A configuration is recorded by the set $D$ of its sites with spin $-1$; `Finset ι` means a finite set of sites. The spin $\sigma_i(D)$ is $-1$ if $i\in D$ and $+1$ otherwise.

```lean
/-- The cluster function of `S`: the product of the spins on the sites of `S`. -/
def cluster (S D : Finset ι) : ℝ := ∏ i ∈ S, spin D i
```

This is the cluster function $\Phi_S(D)=\prod_{i\in S}\sigma_i(D)$, with $\Phi_\emptyset=1$. Clusters and configurations have the same Lean type, so one table can hold first energies and then coefficients.

## The butterfly and the sweep

```lean
/-- The in-place butterfly at site `i`: the values `a` (spin +1) and `b` (spin -1) are replaced
by `(a + b) / 2` and `(a - b) / 2`. -/
def butterfly (i : ι) (f : Finset ι → ℝ) (S : Finset ι) : ℝ :=
  if i ∈ S then (f (S.erase i) - f (insert i S)) / 2
  else (f (S.erase i) + f (insert i S)) / 2
```

A table `f` assigns a real number to each set. Here `S.erase i` is $S\setminus\{i\}$ and `insert i S` is $S\cup\{i\}$, the entries holding $a$ and $b$. Writing $B_i$ for the butterfly, both branches read
$$(B_if)(S)=\tfrac12\left[f(S\setminus\{i\})+\sigma_i(S)\,f(S\cup\{i\})\right].$$

```lean
/-- Butterflies applied successively at the sites of a list, from first to last. -/
def sweep (l : List ι) (E : Finset ι → ℝ) : Finset ι → ℝ :=
  l.foldl (fun f i => butterfly i f) E
```

`foldl` runs through the list `l`, applying each butterfly to the table left by the previous one.

## Why the order is irrelevant

```lean
/-- Butterflies at any two sites commute. -/
theorem butterfly_comm (i j : ι) (f : Finset ι → ℝ) :
    butterfly i (butterfly j f) = butterfly j (butterfly i f) := by
  by_cases hij : i = j
  · rw [hij]
  have hji : ¬ j = i := fun h => hij h.symm
  ext S
  -- the four entries that the two butterflies mix
  have h1 : (S.erase i).erase j = (S.erase j).erase i := Finset.erase_right_comm
  have h2 : (insert i S).erase j = insert i (S.erase j) := Finset.erase_insert_of_ne hij
  have h3 : (insert j S).erase i = insert j (S.erase i) := Finset.erase_insert_of_ne hji
  have h4 : insert i (insert j S) = insert j (insert i S) := Finset.insert_comm i j S
  by_cases hi : i ∈ S <;> by_cases hj : j ∈ S <;>
    simp only [butterfly, Finset.mem_erase, Finset.mem_insert, hij, hji, hi, hj, h1, h2, h3, h4,
      ne_eq, not_false_eq_true, and_self, and_false, or_true, or_self, if_true, if_false] <;>
    ring
```

For $i=j$ there is nothing to show. For $i\neq j$, let $R=S\setminus\{i,j\}$. Either order gives
$$\tfrac14\left[f(R)+\sigma_i f(R\cup\{i\})+\sigma_j f(R\cup\{j\})+\sigma_i\sigma_j f(R\cup\{i,j\})\right],$$
with spins taken at $S$. This is symmetric in $i$ and $j$. In Lean, `h1` to `h4` identify the four entries, `by_cases` separates the memberships of $i$ and $j$ in $S$, and `ring` does the algebra.

```lean
/-- Two butterflies at the same site return the original table divided by two. -/
theorem butterfly_twice (i : ι) (f : Finset ι → ℝ) (S : Finset ι) :
    butterfly i (butterfly i f) S = f S / 2 := by
  have h1 : (S.erase i).erase i = S.erase i := by
    ext j; by_cases hj : j = i <;> simp [hj]
  have h2 : insert i (S.erase i) = insert i S := by
    ext j; by_cases hj : j = i <;> simp [hj]
  have h3 : (insert i S).erase i = S.erase i := by
    ext j; by_cases hj : j = i <;> simp [hj]
  have h4 : insert i (insert i S) = insert i S := by
    ext j; by_cases hj : j = i <;> simp [hj]
  by_cases hi : i ∈ S
  · simp only [butterfly, h1, h2, h3, h4, Finset.mem_erase, Finset.mem_insert, hi, ne_eq,
      not_true_eq_false, false_and, or_true, if_true, if_false]
    rw [Finset.insert_eq_of_mem hi]
    ring
  · simp only [butterfly, h1, h2, h3, h4, Finset.mem_erase, Finset.mem_insert, hi, ne_eq,
      not_true_eq_false, false_and, true_or, if_true, if_false]
    rw [Finset.erase_eq_of_notMem hi]
    ring
```

A second butterfly at the same site gives
$$\tfrac12\left[\tfrac{a+b}2+\tfrac{a-b}2\right]=\tfrac a2,\qquad \tfrac12\left[\tfrac{a+b}2-\tfrac{a-b}2\right]=\tfrac b2.$$
It undoes the first, up to a factor $1/2$, so each site should be visited only once. The Lean proof simplifies the repeated insertions and removals, then computes these two cases.

```lean
/-- The result of a sweep, complete or partial, does not depend on the order of the sites. -/
theorem sweep_order_independent {l l' : List ι} (h : l.Perm l') (E : Finset ι → ℝ) :
    sweep l E = sweep l' E := by
  induction h generalizing E with
  | nil => rfl
  | cons i _ ih => exact ih (butterfly i E)
  | swap i j l => exact congrArg (sweep l) (butterfly_comm i j E)
  | trans _ _ ih1 ih2 => exact (ih1 E).trans (ih2 E)
```

`l.Perm l'` says that the lists are rearrangements of each other. Any rearrangement is built from exchanges of neighbours, and each exchange is harmless because the butterflies commute. The induction follows this construction; its `swap` case uses `butterfly_comm`. The list may leave sites out.

## What a partial sweep has computed

```lean
/-- The cluster function is unchanged when the cluster and the set of sites with spin -1
exchange roles. -/
theorem cluster_symm (S D : Finset ι) : cluster S D = cluster D S := by
  simp only [cluster, spin]
  rw [Finset.prod_ite_mem, Finset.prod_ite_mem, Finset.inter_comm]
```

Each site in both $S$ and $D$ contributes $-1$, so $\Phi_S(D)=(-1)^{|S\cap D|}=\Phi_D(S)$. The proof reduces both products to the intersection.

```lean
/-- After a sweep over distinct sites, each entry is an average over the spins of the visited
sites, weighted with the cluster function, while the other spins stay fixed. -/
theorem sweep_partial (l : List ι) (hl : l.Nodup) (E : Finset ι → ℝ) (S : Finset ι) :
    sweep l E S = (∑ T ∈ l.toFinset.powerset,
      cluster S T * E (T ∪ (S \ l.toFinset))) / 2 ^ l.length := by
  induction l generalizing E with
  | nil => simp [sweep, cluster, spin]
  | cons i l ih =>
    obtain ⟨hi, hl'⟩ := List.nodup_cons.mp hl
    have hi' : i ∉ l.toFinset := by simpa using hi
    change sweep l (butterfly i E) S = _
    -- split the configurations of the visited sites by the spin of site `i`
    rw [ih hl', List.toFinset_cons, Finset.sum_powerset_insert hi', ← Finset.sum_add_distrib,
      List.length_cons, pow_succ, Finset.sum_div, Finset.sum_div]
    refine Finset.sum_congr rfl fun T hT => ?_
    have hiT : i ∉ T := fun h => hi' (Finset.mem_powerset.mp hT h)
    have e1 : T ∪ (S \ insert i l.toFinset) = (T ∪ (S \ l.toFinset)).erase i := by
      ext j; by_cases hj : j = i <;> simp [hj, hiT]
    have e2 : insert i T ∪ (S \ insert i l.toFinset) = insert i (T ∪ (S \ l.toFinset)) := by
      ext j; by_cases hj : j = i <;> simp [hj]
    have e3 : cluster S (insert i T) = spin S i * cluster S T := by
      rw [cluster_symm S (insert i T), cluster_symm S T]
      simp only [cluster, Finset.prod_insert hiT]
    have hm : i ∈ T ∪ (S \ l.toFinset) ↔ i ∈ S := by simp [hiT, hi]
    rw [e1, e2, e3]
    by_cases hS : i ∈ S <;> simp only [butterfly, hm, hS, spin, if_true, if_false] <;> ring
```

`Nodup` means that no site is repeated. If $V$ is the set of $n$ visited sites, the entry at $S$ is
$$2^{-n}\sum_{T\subseteq V}\Phi_S(T)\,E\bigl(T\cup(S\setminus V)\bigr).$$
On visited sites $S$ labels a cluster; on the others it still records spins.

For the empty list this is $E(S)$. Now put a new site $i$ in front of a list with visited set $V$, and let $V'=V\cup\{i\}$. By induction, the remaining butterflies average $B_iE$ at $R=T\cup(S\setminus V)$. Since $i\notin V$, $i$ lies in $R$ exactly when it lies in $S$ (`hm`), so
$$(B_iE)(R)=\tfrac12\left[E(R\setminus\{i\})+\sigma_i(S)E(R\cup\{i\})\right].$$
The two sets are $T\cup(S\setminus V')$ and $(T\cup\{i\})\cup(S\setminus V')$ (`e1`, `e2`), and $\Phi_S(T\cup\{i\})=\sigma_i(S)\Phi_S(T)$ (`e3`). These are the terms for $T$ and $T\cup\{i\}$ in the sum over subsets of $V'$, with the new factor $1/2$.

## The complete sweep and the expansion

```lean
variable [Fintype ι]

/-- Summed over all clusters, the products of cluster functions at two configurations give
`2 ^ N` if the configurations agree and zero otherwise. -/
theorem cluster_orthogonal (D D' : Finset ι) :
    ∑ S, cluster S D * cluster S D' = if D = D' then (2 : ℝ) ^ Fintype.card ι else 0 := by
  -- the sum over clusters factorises over sites
  have h : ∑ S, cluster S D * cluster S D' = ∏ i, (spin D i * spin D' i + 1) := by
    rw [Finset.prod_add]
    simp [cluster, Finset.prod_mul_distrib]
  rw [h]
  split_ifs with hD
  · subst hD
    have h2 : ∀ i, spin D i * spin D i + 1 = 2 := by
      intro i
      unfold spin
      split_ifs <;> norm_num
    simp [h2]
  · have hex : ∃ i, ¬ (i ∈ D ↔ i ∈ D') := by
      by_contra hc
      exact hD (Finset.ext fun i => not_not.mp fun hi => hc ⟨i, hi⟩)
    obtain ⟨i, hi⟩ := hex
    refine Finset.prod_eq_zero (Finset.mem_univ i) ?_
    by_cases h1 : i ∈ D <;> by_cases h2 : i ∈ D' <;> simp [spin, h1, h2] at hi ⊢
```

The lattice is now finite, with $N$ written `Fintype.card ι`. Choosing for each site whether it belongs to $S$ factorises the sum:
$$\sum_S\Phi_S(D)\Phi_S(D')=\prod_i\left[1+\sigma_i(D)\sigma_i(D')\right].$$
If $D=D'$, every factor is 2. Otherwise some site has opposite spins and its factor is zero. The proof treats these two cases after `Finset.prod_add` has supplied the factorisation.

```lean
/-- A sweep that visits every site exactly once projects the energy onto the cluster functions,
with the average taken over all `2 ^ N` configurations. -/
theorem sweep_eq_projection (l : List ι) (hl : l.Nodup) (hall : ∀ i, i ∈ l)
    (E : Finset ι → ℝ) (S : Finset ι) :
    sweep l E S = (∑ D, cluster S D * E D) / 2 ^ Fintype.card ι := by
  have hu : l.toFinset = Finset.univ := by ext i; simp [hall i]
  have hs : S \ Finset.univ = ∅ := by ext i; simp
  rw [sweep_partial l hl, ← List.toFinset_card_of_nodup hl, hu, hs, Finset.card_univ,
    Finset.powerset_univ]
  simp only [Finset.union_empty]
```

The hypothesis `hall` says that every site occurs in the list. Then $V$ is the whole lattice, $S\setminus V$ is empty, and the partial formula becomes $2^{-N}\sum_D\Phi_S(D)E(D)$.

```lean
/-- If every site is visited exactly once, the sweep yields all cluster coefficients: numbers
`J S` expand the energy in cluster functions if and only if they are the output of the sweep. -/
theorem cluster_expansion_iff_sweep (l : List ι) (hl : l.Nodup) (hall : ∀ i, i ∈ l)
    (E J : Finset ι → ℝ) :
    (∀ D, E D = ∑ S, J S * cluster S D) ↔ J = sweep l E := by
  constructor
  · intro h
    ext S
    -- project the expansion onto the cluster `S`
    have key : ∑ D, cluster S D * E D = J S * 2 ^ Fintype.card ι := by
      calc ∑ D, cluster S D * E D
          = ∑ T, J T * ∑ D, cluster D S * cluster D T := by
            simp_rw [h, Finset.mul_sum]
            rw [Finset.sum_comm]
            refine Finset.sum_congr rfl fun T _ => Finset.sum_congr rfl fun D _ => ?_
            rw [cluster_symm S D, cluster_symm T D]
            ring
        _ = J S * 2 ^ Fintype.card ι := by simp [cluster_orthogonal]
    rw [sweep_eq_projection l hl hall, key]
    field_simp
  · rintro rfl D
    simp only [sweep_eq_projection l hl hall E]
    -- exchange the sums over clusters and configurations
    have key : ∑ S, (∑ D', cluster S D' * E D') / 2 ^ Fintype.card ι * cluster S D
        = ∑ D', E D' / 2 ^ Fintype.card ι * ∑ S, cluster S D * cluster S D' := by
      simp_rw [Finset.sum_div, Finset.sum_mul, Finset.mul_sum]
      rw [Finset.sum_comm]
      refine Finset.sum_congr rfl fun D' _ => Finset.sum_congr rfl fun S _ => ?_
      ring
    rw [key]
    simp only [cluster_orthogonal, mul_ite, mul_zero, Finset.sum_ite_eq, Finset.mem_univ, if_true]
    field_simp

end

end ClusterButterfly
```

For any real energy table, $E(D)=\sum_SJ_S\Phi_S(D)$ holds for all $D$ if and only if $J$ is the output of the sweep. The expansion therefore exists and its coefficients are unique.

Given the expansion, multiply by $\Phi_S(D)$ and sum over $D$. Symmetry and orthogonality give
$$\sum_D\Phi_S(D)E(D)=\sum_TJ_T\sum_D\Phi_D(S)\Phi_D(T)=2^NJ_S,$$
so $J_S$ is the sweep's entry. Conversely, inserting the sweep's output gives
$$\sum_SJ_S\Phi_S(D)=2^{-N}\sum_{D'}E(D')\sum_S\Phi_S(D)\Phi_S(D')=E(D).$$
In Lean, the first `key` is the projected identity $\sum_D\Phi_S(D)E(D)=2^NJ_S$, with orthogonality already used. The second only exchanges the sums over clusters and configurations; orthogonality is applied after it.

For one site, $J_\emptyset=(a+b)/2$ is the mean energy and $J_{\{i\}}=(a-b)/2$; their sum and difference return $a$ and $b$. With no sites, the single energy is left unchanged.

The sign convention is $+J_S$, whereas Ising couplings often carry a minus sign, and each cluster has its own coefficient, with no grouping by lattice symmetry. In electronic-structure work the table could hold computed alloy energies, provided that all $2^N$ configurations of a finite cell are available. The step from there to a truncated expansion, fitted to a few structures and used for a bulk crystal, needs separate justification.

```lean
#print axioms ClusterButterfly.butterfly_twice
-- 'ClusterButterfly.butterfly_twice' depends on axioms: [propext, Classical.choice, Quot.sound]
#print axioms ClusterButterfly.sweep_order_independent
-- 'ClusterButterfly.sweep_order_independent' depends on axioms: [propext, Classical.choice, Quot.sound]
#print axioms ClusterButterfly.cluster_expansion_iff_sweep
-- 'ClusterButterfly.cluster_expansion_iff_sweep' depends on axioms: [propext, Classical.choice, Quot.sound]
```
